# Deleting one plane wave from a square star splits its twofold level

Leave spin aside, and let four plane waves of a square star have energy $e$, coupling $v$ between neighbours and coupling $w$ between opposites. If $v^2\neq w^2$, the level $e-w$ is twofold degenerate. When any one of the four waves is deleted, only one state remains at $e-w$, and the three levels of the incomplete star are all different. The degeneracy belongs to the symmetry of the square, so this splitting is an artefact of the basis.

Such a star occurs at the corner $M$ of the Brillouin zone of a square lattice, where four waves $\mathbf k+\mathbf G$ have equal length. Here $e$ is the kinetic energy plus the mean potential, while $v$ and $w$ are the Fourier coefficients of the potential at the difference vectors along a side and along a diagonal. They are real and the same all round the star if the potential has the symmetry of the square about the origin. A cutoff on $|\mathbf k+\mathbf G|$ keeps or drops the star as a whole. A cutoff on $|\mathbf G|$ need not: at $M$ the four vectors $\mathbf G$ have lengths $0$, $b$, $b$ and $\sqrt2\,b$, with $b$ the length of a primitive reciprocal vector, and the last can be lost alone.

In Lean 4 with Mathlib:

```lean
import Mathlib

open Matrix Module

namespace SquareStarCutoff

noncomputable section
```

## The star, whole and incomplete

Number the waves 0, 1, 2, 3 around the square, so that the opposite pairs are (0, 2) and (1, 3). The Hamiltonian is

$$H=\begin{pmatrix}e&v&w&v\\v&e&v&w\\w&v&e&v\\v&w&v&e\end{pmatrix}.$$

The waves are taken as orthonormal, and $e,v,w$ are arbitrary real numbers.

```lean
/-- Hamiltonian of the four plane waves of a square star, numbered around the square:
energy `e`, coupling `v` between neighbours and `w` between opposites. -/
def starH (e v w : ℝ) : Matrix (Fin 4) (Fin 4) ℝ :=
  !![e, v, w, v; v, e, v, w; w, v, e, v; v, w, v, e]
```

Deleting wave $d$ removes row $d$ and column $d$. The map `d.succAbove` lists the three remaining waves in their old order and renumbers them 0, 1, 2.

```lean
/-- Hamiltonian of the incomplete star from which the plane wave `d` has been deleted. -/
def incompleteH (e v w : ℝ) (d : Fin 4) : Matrix (Fin 3) (Fin 3) ℝ :=
  (starH e v w).submatrix d.succAbove d.succAbove
```

From here on, $M$ stands for the Hamiltonian matrix of the whole or the incomplete star, not for the zone corner. The states at energy $E$ solve $Mx=Ex$. Their amplitudes may be complex, but as $M$ is real, the real solutions are enough to count the independent states. In the code `level M E` is the whole space of real solutions, not the number $E$, and its dimension `finrank` is the degeneracy. It is the zero space if $E$ is not an eigenvalue.

```lean
/-- The space of amplitudes `x` that solve `M x = E x`. -/
def level {n : ℕ} (M : Matrix (Fin n) (Fin n) ℝ) (E : ℝ) : Submodule ℝ (Fin n → ℝ) :=
  Module.End.eigenspace (Matrix.toLin' M) E
```

Two states are odd under the exchange of opposite waves: $(1,0,-1,0)$ and $(0,1,0,-1)$, each with a factor $1/\sqrt2$ when normalised. The code uses them unnormalised, which leaves their span unchanged.

```lean
/-- The span of the two differences of opposite plane waves. -/
def doublet : Submodule ℝ (Fin 4 → ℝ) :=
  Submodule.span ℝ (Set.range ![![1, 0, -1, 0], ![0, 1, 0, -1]])
```

The levels of the incomplete star will involve

$$g=\sqrt{\tfrac{w^2}{4}+2v^2}.$$

Its name `halfGap` refers to half the distance between two of those levels, not to a band gap.

```lean
/-- The square root `√(w²/4 + 2v²)` that enters the levels of the incomplete star. -/
def halfGap (v w : ℝ) : ℝ := Real.sqrt (w ^ 2 / 4 + 2 * v ^ 2)
```

## From matrices to linear equations

Membership in a level is the eigenvalue equation, and for a $3\times3$ matrix it is three scalar equations, one for each row.

```lean
private lemma mem_level {n : ℕ} (M : Matrix (Fin n) (Fin n) ℝ) (E : ℝ) (x : Fin n → ℝ) :
    x ∈ level M E ↔ M *ᵥ x = E • x := by
  rw [level, Module.End.mem_eigenspace_iff, Matrix.toLin'_apply]

private lemma mem_level_three (a b c p q r s t u E : ℝ) (x : Fin 3 → ℝ) :
    x ∈ level !![a, b, c; p, q, r; s, t, u] E ↔
      a * x 0 + b * x 1 + c * x 2 = E * x 0 ∧ p * x 0 + q * x 1 + r * x 2 = E * x 1 ∧
      s * x 0 + t * x 1 + u * x 2 = E * x 2 := by
  rw [mem_level]
  constructor
  · intro h
    refine ⟨?_, ?_, ?_⟩
    · simpa [Matrix.mulVec, dotProduct, Fin.sum_univ_three] using congrFun h 0
    · simpa [Matrix.mulVec, dotProduct, Fin.sum_univ_three] using congrFun h 1
    · simpa [Matrix.mulVec, dotProduct, Fin.sum_univ_three] using congrFun h 2
  · rintro ⟨h0, h1, h2⟩
    ext i
    fin_cases i
    · simpa [Matrix.mulVec, dotProduct, Fin.sum_univ_three] using h0
    · simpa [Matrix.mulVec, dotProduct, Fin.sum_univ_three] using h1
    · simpa [Matrix.mulVec, dotProduct, Fin.sum_univ_three] using h2
```

The same pair of equations appears in the whole and in the incomplete star:

$$wa+vb=0,\qquad va+wb=0.$$

Multiplying the first by $w$, the second by $v$ and subtracting gives $(w^2-v^2)a=0$. Exchanging the multipliers gives $(w^2-v^2)b=0$. Hence $a=b=0$ if $v^2\neq w^2$. The two `linear_combination` steps are these eliminations.

```lean
private lemma solve_pair {v w a b : ℝ} (h : v ^ 2 ≠ w ^ 2)
    (h1 : w * a + v * b = 0) (h2 : v * a + w * b = 0) : a = 0 ∧ b = 0 := by
  have hd : w ^ 2 - v ^ 2 ≠ 0 := sub_ne_zero.2 h.symm
  constructor
  · apply mul_left_cancel₀ hd
    linear_combination w * h1 - v * h2
  · apply mul_left_cancel₀ hd
    linear_combination w * h2 - v * h1
```

To show that a level is nondegenerate, it is enough to find one nonzero state in it of which every other state there is a multiple.

```lean
private lemma finrank_level_one {M : Matrix (Fin 3) (Fin 3) ℝ} {E : ℝ} (u : Fin 3 → ℝ)
    (hu : u ≠ 0) (hm : u ∈ level M E) (h : ∀ x ∈ level M E, ∃ c : ℝ, c • u = x) :
    finrank ℝ (level M E) = 1 := by
  have hs : level M E = Submodule.span ℝ {u} :=
    le_antisymm (fun x hx => Submodule.mem_span_singleton.2 (h x hx))
      ((Submodule.span_singleton_le_iff_mem _ _).2 hm)
  rw [hs, finrank_span_singleton hu]
```

After any deletion, one opposite pair and one lone wave remain. The lone wave couples to both members of the pair by $v$, and the pair is coupled by $w$. Only its position in the list varies: the middle for $d=0$ and $d=3$, the end for $d=1$, the beginning for $d=2$.

```lean
private lemma incompleteH_cases (e v w : ℝ) (d : Fin 4) :
    incompleteH e v w d = !![e, v, w; v, e, v; w, v, e] ∨
    incompleteH e v w d = !![e, w, v; w, e, v; v, v, e] ∨
    incompleteH e v w d = !![e, v, v; v, e, w; v, w, e] := by
  fin_cases d
  · left; ext i j; fin_cases i <;> fin_cases j <;> rfl
  · right; left; ext i j; fin_cases i <;> fin_cases j <;> rfl
  · right; right; ext i j; fin_cases i <;> fin_cases j <;> rfl
  · left; ext i j; fin_cases i <;> fin_cases j <;> rfl
```

## The twofold level of the whole star

Row 0 of $Hx=(e-w)x$ reads $ex_0+vx_1+wx_2+vx_3=(e-w)x_0$. Row 1 is treated in the same way, and together they give

$$w(x_0+x_2)+v(x_1+x_3)=0,\qquad v(x_0+x_2)+w(x_1+x_3)=0.$$

Rows 2 and 3 repeat these two equations.

```lean
/-- At energy `e - w` the eigenvalue equation of the full star reduces to two equations for
the sums of opposite amplitudes. -/
theorem mem_level_star (e v w : ℝ) (x : Fin 4 → ℝ) :
    x ∈ level (starH e v w) (e - w) ↔
      w * (x 0 + x 2) + v * (x 1 + x 3) = 0 ∧ v * (x 0 + x 2) + w * (x 1 + x 3) = 0 := by
  rw [mem_level]
  constructor
  · intro h
    have h0 : e * x 0 + v * x 1 + w * x 2 + v * x 3 = (e - w) * x 0 := by
      simpa [starH, Matrix.mulVec, dotProduct, Fin.sum_univ_four] using congrFun h 0
    have h1 : v * x 0 + e * x 1 + v * x 2 + w * x 3 = (e - w) * x 1 := by
      simpa [starH, Matrix.mulVec, dotProduct, Fin.sum_univ_four] using congrFun h 1
    exact ⟨by linear_combination h0, by linear_combination h1⟩
  · rintro ⟨h0, h1⟩
    ext i
    fin_cases i <;> simp [starH, Matrix.mulVec, dotProduct, Fin.sum_univ_four] <;> linarith
```

The odd states are those with $x_0+x_2=0$ and $x_1+x_3=0$. Such a vector is $x_0(1,0,-1,0)+x_1(0,1,0,-1)$.

```lean
/-- A state lies in the doublet exactly when opposite plane waves have opposite amplitudes. -/
theorem mem_doublet (x : Fin 4 → ℝ) : x ∈ doublet ↔ x 0 + x 2 = 0 ∧ x 1 + x 3 = 0 := by
  rw [doublet, Submodule.mem_span_range_iff_exists_fun]
  constructor
  · rintro ⟨c, rfl⟩
    constructor <;> simp [Fin.sum_univ_two]
  · rintro ⟨h0, h1⟩
    refine ⟨![x 0, x 1], ?_⟩
    ext i
    fin_cases i <;> simp [Fin.sum_univ_two] <;> linarith
```

The two spanning vectors are independent, as components 0 and 1 of any combination give back its coefficients.

```lean
/-- The doublet is two-dimensional. -/
theorem finrank_doublet : finrank ℝ doublet = 2 := by
  have hli : LinearIndependent ℝ ![(![1, 0, -1, 0] : Fin 4 → ℝ), ![0, 1, 0, -1]] := by
    rw [LinearIndependent.pair_iff]
    intro s t h
    exact ⟨by simpa using congrFun h 0, by simpa using congrFun h 1⟩
  rw [doublet, finrank_span_eq_card hli]
  simp
```

If $v^2\neq w^2$, the pair of equations forces both sums to vanish, so the level is the odd doublet and has dimension two.

If $v^2=w^2$, the doublet still lies in the level, but an even state joins it: $(1,-1,1,-1)$ for $v=w$, or $(1,1,1,1)$ for $v=-w$. A level of dimension two would have to equal the doublet, which contains neither vector. The condition is therefore necessary as well as sufficient.

```lean
/-- The level `e - w` of the full star is exactly twofold degenerate if and only if
`v² ≠ w²`. -/
theorem full_star_twofold_iff (e v w : ℝ) :
    finrank ℝ (level (starH e v w) (e - w)) = 2 ↔ v ^ 2 ≠ w ^ 2 := by
  constructor
  · intro h hvw
    have hle : doublet ≤ level (starH e v w) (e - w) := by
      intro x hx
      obtain ⟨a, b⟩ := (mem_doublet x).1 hx
      rw [mem_level_star, a, b]
      simp
    have heq := Submodule.eq_of_le_of_finrank_eq hle (finrank_doublet.trans h.symm)
    -- an even combination of the waves joins the level when v = w or v = -w
    rcases eq_or_eq_neg_of_sq_eq_sq v w hvw with hv | hv
    · have hx : (![1, -1, 1, -1] : Fin 4 → ℝ) ∈ doublet := by
        rw [heq]
        exact (mem_level_star _ _ _ _).2
          ⟨show w * ((1 : ℝ) + 1) + v * (-1 + -1) = 0 by rw [hv]; ring,
           show v * ((1 : ℝ) + 1) + w * (-1 + -1) = 0 by rw [hv]; ring⟩
      have h2 : (1 : ℝ) + 1 = 0 := ((mem_doublet _).1 hx).1
      norm_num at h2
    · have hx : (![1, 1, 1, 1] : Fin 4 → ℝ) ∈ doublet := by
        rw [heq]
        exact (mem_level_star _ _ _ _).2
          ⟨show w * ((1 : ℝ) + 1) + v * (1 + 1) = 0 by rw [hv]; ring,
           show v * ((1 : ℝ) + 1) + w * (1 + 1) = 0 by rw [hv]; ring⟩
      have h2 : (1 : ℝ) + 1 = 0 := ((mem_doublet _).1 hx).1
      norm_num at h2
  · intro h
    have heq : level (starH e v w) (e - w) = doublet := by
      ext x
      rw [mem_level_star, mem_doublet]
      constructor
      · rintro ⟨h1, h2⟩
        exact solve_pair h h1 h2
      · rintro ⟨a, b⟩
        simp [a, b]
    rw [heq, finrank_doublet]
```

## One state left after a deletion

Delete wave 3, so that the pair is (0, 2) and the lone wave is 1. At energy $e-w$ the first two rows become

$$w(x_0+x_2)+vx_1=0,\qquad v(x_0+x_2)+wx_1=0.$$

This is the earlier pair of equations with the single amplitude $x_1$ in place of a sum. For $v^2\neq w^2$ it gives $x_1=0$ and $x_2=-x_0$, so every solution is a multiple of $(1,0,-1)$. That vector does solve all three rows. The odd state of the broken pair has lost its partner wave and can no longer be formed.

The theorem states both degeneracies, two before the deletion and one after it, for every choice of $d$. Its proof treats the three arrangements in turn, with the odd vector placed on the remaining pair.

```lean
/-- If `v² ≠ w²`, the level `e - w` is twofold degenerate in the full star and nondegenerate
after the deletion of any one plane wave. -/
theorem incomplete_star_splits (e v w : ℝ) (h : v ^ 2 ≠ w ^ 2) :
    finrank ℝ (level (starH e v w) (e - w)) = 2 ∧
      ∀ d : Fin 4, finrank ℝ (level (incompleteH e v w d) (e - w)) = 1 := by
  refine ⟨(full_star_twofold_iff e v w).2 h, fun d => ?_⟩
  -- in each case one opposite pair and one lone wave remain
  rcases incompleteH_cases e v w d with hd | hd | hd <;> rw [hd]
  · refine finrank_level_one ![1, 0, -1] ?_ ?_ ?_
    · intro h0
      have h1 := congrFun h0 0
      simp at h1
    · rw [mem_level_three]
      refine ⟨?_, ?_, ?_⟩ <;> simp <;> ring
    · intro x hx
      obtain ⟨h0, h1, -⟩ := (mem_level_three _ _ _ _ _ _ _ _ _ _ _).1 hx
      obtain ⟨ha, hb⟩ := solve_pair (a := x 0 + x 2) (b := x 1) h
        (by linear_combination h0) (by linear_combination h1)
      refine ⟨x 0, ?_⟩
      ext i
      fin_cases i <;> simp <;> linarith
  · refine finrank_level_one ![1, -1, 0] ?_ ?_ ?_
    · intro h0
      have h1 := congrFun h0 0
      simp at h1
    · rw [mem_level_three]
      refine ⟨?_, ?_, ?_⟩ <;> simp <;> ring
    · intro x hx
      obtain ⟨h0, -, h2⟩ := (mem_level_three _ _ _ _ _ _ _ _ _ _ _).1 hx
      obtain ⟨ha, hb⟩ := solve_pair (a := x 0 + x 1) (b := x 2) h
        (by linear_combination h0) (by linear_combination h2)
      refine ⟨x 0, ?_⟩
      ext i
      fin_cases i <;> simp <;> linarith
  · refine finrank_level_one ![0, 1, -1] ?_ ?_ ?_
    · intro h0
      have h1 := congrFun h0 1
      simp at h1
    · rw [mem_level_three]
      refine ⟨?_, ?_, ?_⟩ <;> simp <;> ring
    · intro x hx
      obtain ⟨h0, h1, -⟩ := (mem_level_three _ _ _ _ _ _ _ _ _ _ _).1 hx
      obtain ⟨ha, hb⟩ := solve_pair (a := x 1 + x 2) (b := x 0) h
        (by linear_combination h1) (by linear_combination h0)
      refine ⟨x 1, ?_⟩
      ext i
      fin_cases i <;> simp <;> linarith
```

## All three levels of the incomplete star

Put $\lambda=E-e$. Whichever wave is deleted, the secular determinant is

$$\lambda^3-(2v^2+w^2)\lambda-2v^2w=(\lambda+w)(\lambda^2-w\lambda-2v^2).$$

Completing the square turns the second factor into $(\lambda-w/2)^2-g^2$. The levels are thus $e-w$ and $e+w/2\pm g$. This factorisation holds for all real $e,v,w$; the proof expands the determinant and then inserts $g^2=w^2/4+2v^2$.

```lean
/-- The secular determinant of the incomplete star has the roots `e - w` and
`e + w/2 ± √(w²/4 + 2v²)`, whichever plane wave is deleted. -/
theorem incomplete_secular (e v w E : ℝ) (d : Fin 4) :
    (E • (1 : Matrix (Fin 3) (Fin 3) ℝ) - incompleteH e v w d).det =
      (E - (e - w)) * (E - (e + w / 2 + halfGap v w)) * (E - (e + w / 2 - halfGap v w)) := by
  have hs : halfGap v w ^ 2 = w ^ 2 / 4 + 2 * v ^ 2 := Real.sq_sqrt (by positivity)
  have hdet : (E • (1 : Matrix (Fin 3) (Fin 3) ℝ) - incompleteH e v w d).det =
      (E - (e - w)) * ((E - e) * (E - e - w) - 2 * v ^ 2) := by
    rcases incompleteH_cases e v w d with hd | hd | hd <;> rw [hd] <;>
      simp [Matrix.det_fin_three] <;> ring
  rw [hdet]
  linear_combination (E - e + w) * hs
```

Suppose $e-w$ equals one of the other two levels. Then $g=\mp 3w/2$, so $w^2/4+2v^2=9w^2/4$ and $v^2=w^2$. If the other two coincide, then $g=0$ and $v=w=0$. Both contradict $v^2\neq w^2$, so no degeneracy is left in the incomplete star.

```lean
/-- If `v² ≠ w²`, the three energies `e - w` and `e + w/2 ± √(w²/4 + 2v²)` are distinct. -/
theorem incomplete_levels_distinct (e v w : ℝ) (h : v ^ 2 ≠ w ^ 2) :
    e - w ≠ e + w / 2 + halfGap v w ∧ e - w ≠ e + w / 2 - halfGap v w ∧
      e + w / 2 + halfGap v w ≠ e + w / 2 - halfGap v w := by
  have hs : halfGap v w ^ 2 = w ^ 2 / 4 + 2 * v ^ 2 := Real.sq_sqrt (by positivity)
  refine ⟨fun hc => h ?_, fun hc => h ?_, fun hc => h ?_⟩
  · have h1 : halfGap v w = -(3 * w / 2) := by linarith
    rw [h1] at hs
    linarith
  · have h1 : halfGap v w = 3 * w / 2 := by linarith
    rw [h1] at hs
    linarith
  · have h1 : halfGap v w = 0 := by linarith
    rw [h1] at hs
    nlinarith [sq_nonneg v, sq_nonneg w]

end

end SquareStarCutoff
```

```lean
#print axioms SquareStarCutoff.incomplete_star_splits
#print axioms SquareStarCutoff.incomplete_secular
#print axioms SquareStarCutoff.incomplete_levels_distinct
```

```
'SquareStarCutoff.incomplete_star_splits' depends on axioms: [propext, Classical.choice, Quot.sound]
'SquareStarCutoff.incomplete_secular' depends on axioms: [propext, Classical.choice, Quot.sound]
'SquareStarCutoff.incomplete_levels_distinct' depends on axioms: [propext, Classical.choice, Quot.sound]
```

## Numbers for one star

Take $e=10$, $v=2$, $w=7$ in any unit of energy. The whole star has the odd doublet at $10-7=3$. Its even states $(1,-1,1,-1)$ and $(1,1,1,1)$ lie at $10-4+7=13$ and $10+4+7=21$.

Now delete wave 3. Here $g=\sqrt{49/4+8}=9/2$, and the levels are $3$, $10+7/2-9/2=9$ and $10+7/2+9/2=18$. Their eigenvectors are $(1,0,-1)$, $(1,-4,1)$ and $(2,1,2)$. For the second, row 0 gives $10-8+7=9$ and row 1 gives $2-40+2=-36=9\cdot(-4)$. When it is normalised, $16/18=8/9$ of its weight lies on the lone wave. Where the whole star has two states at $3$, the incomplete one has a single state there and its next level at $9$.

## From four waves to a band calculation

In a plane-wave or LAPW calculation, a split level at a symmetric $\mathbf k$ point can thus come from the choice of basis functions; the result shows this for a single star of four orthonormal waves, uncoupled from all other waves. The step to a real calculation is the coupling to all other basis functions, together with the overlap matrix that augmented waves bring. With many more waves in the basis, one would expect the loss of a wave at high energy to leave a much smaller splitting in the low bands than the one computed here.
